# For t, U > 0, the lowest fully symmetric two-electron energy of the Hubbard plaquette lies strictly between −4t and −2√2 t

Two electrons of opposite spin on a square of four sites are described here by a real function ψ(x, y), where x and y are the positions of the two electrons. The fully symmetric sector is defined by the invariance of ψ under the symmetries of the square, and its energies are those of the lattice Hamiltonian itself. The 3 by 3 matrix usually written for this sector is therefore derived, not assumed.

Number the sites 0, 1, 2, 3 around the square and count modulo 4. With hopping amplitude t and on-site repulsion U, the Hamiltonian acts as

(Hψ)(x, y) = −t [ψ(x+1, y) + ψ(x−1, y) + ψ(x, y+1) + ψ(x, y−1)] + U δ_xy ψ(x, y).

For t, U > 0 the lowest energy in the sector lies strictly between −4t and −2√2 t. As U runs over all positive values, these lowest energies fill the whole open interval, so neither bound can be improved by one that holds for every U > 0. For two electrons on four sites, with each of the four bonds counted once, this gives a check on the symmetric sector of an exact-diagonalisation code at any repulsive U.

## From sixteen amplitudes to three

Invariance under the quarter turn means that ψ(x, y) depends only on the difference y − x. The mirror x → 1 − x reverses the sign of that difference. Three values remain: one for the 4 pairs on the same site, one for the 8 neighbouring pairs and one for the 4 diagonal pairs. Exchanging the electrons also reverses the difference, so ψ is even under exchange and the spin state is a singlet.

Let v₀, v₁, v₂ be the amplitudes on the corresponding normalised states. The three values of ψ are then v₀/2, v₁/√8 = (√2/4) v₁ and v₂/2.

From a doubly occupied site, each of the four hops leads to a neighbouring pair, and the same holds for a diagonal pair. From a neighbouring pair, two hops lead to double occupancy and two to a diagonal pair. With a = 2√2 t, the amplitudes of Hψ are

v₀′ = U v₀ − a v₁

v₁′ = −a (v₀ + v₂)

v₂′ = −a v₁.

This is the matrix with rows (U, −a, 0), (−a, 0, −a), (0, −a, 0). Since a² = 8t², its characteristic polynomial is

f(E) = (E − U)(E² − a²) − a²E = E³ − U E² − 16t² E + 8U t².

## Locating the lowest root

At the ends of the interval,

f(−4t) = −8U t² < 0

f(−a) = a³ = 16√2 t³ > 0,

so f has a root E strictly between them. Suppose there were a lower root F < E. Subtracting the two equations gives

(E − F) [F² + FE + E² − U(F + E) − 16t²] = 0.

Because F < E < −a, each of F², FE and E² exceeds 8t², and −U(F + E) is not negative. The bracket is thus greater than 8t², which is a contradiction, and E is the lowest root.

Conversely, take any E with −4t < E < −a and solve f(E) = 0 for the interaction:

U = E(E² − 16t²)/(E² − 8t²).

Numerator and denominator are both positive, so U > 0, and E is the lowest energy for that U.

The ends of the interval are the two limits of the interaction. At U = 0 the cubic is E(E² − 16t²), with lowest root −4t: both electrons occupy the uniform orbital of energy −2t. As U → ∞ double occupancy is suppressed, and the remaining 2 by 2 block, with off-diagonal element −a, has lowest eigenvalue −a.

## The plaquette and its symmetric states in Lean

```lean
import Mathlib

open Matrix

namespace HubbardPlaquette

noncomputable section
```

Sites have type `Fin 4`, whose addition wraps around and so closes the ring of four sites.

```lean
/-- The Hubbard Hamiltonian for two electrons of opposite spin on the plaquette, with sites
numbered around the square, acting on a real spatial wave function `ψ x y`. -/
def hubbard (t U : ℝ) (ψ : Fin 4 → Fin 4 → ℝ) : Fin 4 → Fin 4 → ℝ := fun x y =>
  -t * (ψ (x + 1) y + ψ (x - 1) y + ψ x (y + 1) + ψ x (y - 1)) +
    if x = y then U * ψ x y else 0
```

The sign convention is −t for hopping, and no chemical potential is included.

```lean
/-- Invariance of a two-electron wave function under the quarter turn and a mirror reflection
of the square. -/
def IsFullySymmetric (ψ : Fin 4 → Fin 4 → ℝ) : Prop :=
  (∀ x y, ψ (x + 1) (y + 1) = ψ x y) ∧ ∀ x y, ψ (1 - x) (1 - y) = ψ x y
```

The two conditions are the quarter turn and the mirror that swaps 0 with 1 and 2 with 3. Exchange symmetry is not assumed.

```lean
/-- The wave function with amplitudes `v 0`, `v 1`, `v 2` on the normalised states with both
electrons on one site, on neighbouring sites, and on diagonally opposite sites. -/
def shellState (v : Fin 3 → ℝ) : Fin 4 → Fin 4 → ℝ := fun x y =>
  if x = y then v 0 / 2 else if y = x + 2 then v 2 / 2 else √2 / 4 * v 1
```

Here `v 0`, `v 1`, `v 2` are v₀, v₁, v₂.

```lean
/-- The Hamiltonian matrix in the basis of the three shell states. -/
def sectorMatrix (t U : ℝ) : Matrix (Fin 3) (Fin 3) ℝ :=
  !![U, -(2 * √2 * t), 0; -(2 * √2 * t), 0, -(2 * √2 * t); 0, -(2 * √2 * t), 0]

/-- The energies at which the plaquette Hamiltonian has a fully symmetric eigenfunction. -/
def sectorEnergies (t U : ℝ) : Set ℝ :=
  {E | ∃ ψ, ψ ≠ 0 ∧ IsFullySymmetric ψ ∧ hubbard t U ψ = E • ψ}
```

The set `sectorEnergies t U` contains E when some nonzero, fully symmetric ψ satisfies Hψ = Eψ. It records energies without multiplicities, and it involves no comparison with other symmetry sectors.

## From wave functions to the cubic

```lean
/-- The fully symmetric wave functions are exactly the combinations of the three shell states. -/
theorem isFullySymmetric_iff (ψ : Fin 4 → Fin 4 → ℝ) :
    IsFullySymmetric ψ ↔ ∃ v, ψ = shellState v := by
  constructor
  · rintro ⟨hr, hm⟩
    have hs : √2 ^ 2 = (2 : ℝ) := Real.sq_sqrt (by norm_num)
    obtain ⟨c, hc⟩ : ∃ c, √2 / 4 * c = ψ 0 1 :=
      ⟨2 * √2 * ψ 0 1, by linear_combination (ψ 0 1 / 2) * hs⟩
    -- the symmetry orbits of pairs of sites
    have a1 : ψ 1 1 = ψ 0 0 := hr 0 0
    have a2 : ψ 2 2 = ψ 1 1 := hr 1 1
    have a3 : ψ 3 3 = ψ 2 2 := hr 2 2
    have b1 : ψ 1 2 = ψ 0 1 := hr 0 1
    have b2 : ψ 2 3 = ψ 1 2 := hr 1 2
    have b3 : ψ 3 0 = ψ 2 3 := hr 2 3
    have c1 : ψ 1 3 = ψ 0 2 := hr 0 2
    have c2 : ψ 2 0 = ψ 1 3 := hr 1 3
    have c3 : ψ 3 1 = ψ 2 0 := hr 2 0
    have d0 : ψ 1 0 = ψ 0 1 := hm 0 1
    have d1 : ψ 2 1 = ψ 1 0 := hr 1 0
    have d2 : ψ 3 2 = ψ 2 1 := hr 2 1
    have d3 : ψ 0 3 = ψ 3 2 := hr 3 2
    refine ⟨![2 * ψ 0 0, c, 2 * ψ 0 2], ?_⟩
    funext x y
    fin_cases x <;> fin_cases y <;>
      simp [shellState, hc, a1, a2, a3, b1, b2, b3, c1, c2, c3, d0, d1, d2, d3]
  · rintro ⟨v, rfl⟩
    constructor <;> intro x y <;> fin_cases x <;> fin_cases y <;> simp [shellState]
```

The equations `a1` to `d3` follow the symmetry orbits of pairs of sites, and `fin_cases` then checks all sixteen pairs. The converse is the same finite check.

```lean
/-- A fully symmetric two-electron wave function is even under exchange of the two positions. -/
theorem IsFullySymmetric.exchange {ψ : Fin 4 → Fin 4 → ℝ} (h : IsFullySymmetric ψ)
    (x y : Fin 4) : ψ y x = ψ x y := by
  obtain ⟨v, rfl⟩ := (isFullySymmetric_iff ψ).1 h
  fin_cases x <;> fin_cases y <;> simp [shellState]

/-- The squared norm of a combination of the three shell states is the sum of its squared
amplitudes. -/
theorem shellState_norm (v : Fin 3 → ℝ) :
    ∑ x, ∑ y, shellState v x y ^ 2 = ∑ i, v i ^ 2 := by
  have hs : √2 ^ 2 = (2 : ℝ) := Real.sq_sqrt (by norm_num)
  have hq : ∀ z : ℝ, (√2 / 4 * z) ^ 2 = z ^ 2 / 8 := fun z => by
    linear_combination (z ^ 2 / 16) * hs
  simp only [Fin.sum_univ_four, Fin.sum_univ_three, shellState, Fin.reduceEq, Fin.reduceAdd,
    Fin.isValue, ↓reduceIte, hq]
  ring
```

The norm identity confirms that the three shell states are orthonormal.

```lean
/-- On the shell amplitudes the plaquette Hamiltonian acts as the 3 by 3 sector matrix. -/
theorem hubbard_shellState (t U : ℝ) (v : Fin 3 → ℝ) :
    hubbard t U (shellState v) = shellState (sectorMatrix t U *ᵥ v) := by
  have hs : √2 ^ 2 = (2 : ℝ) := Real.sq_sqrt (by norm_num)
  have h0 : (sectorMatrix t U *ᵥ v) 0 = U * v 0 - 2 * √2 * t * v 1 := by
    simp [sectorMatrix, Matrix.mulVec, dotProduct, Fin.sum_univ_three]
    ring
  have h1 : (sectorMatrix t U *ᵥ v) 1 = -(2 * √2 * t) * (v 0 + v 2) := by
    simp [sectorMatrix, Matrix.mulVec, dotProduct, Fin.sum_univ_three]
    ring
  have h2 : (sectorMatrix t U *ᵥ v) 2 = -(2 * √2 * t) * v 1 := by
    simp [sectorMatrix, Matrix.mulVec, dotProduct, Fin.sum_univ_three]
  generalize sectorMatrix t U *ᵥ v = w at h0 h1 h2 ⊢
  have h1' : √2 / 4 * w 1 = -t * (v 0 + v 2) := by
    rw [h1]
    linear_combination (-(t * (v 0 + v 2)) / 2) * hs
  -- the neighbour of site 0 across the periodic boundary
  have hb : (-1 : Fin 4) = 3 := by decide
  funext x y
  fin_cases x <;> fin_cases y <;>
    simp [hubbard, shellState, h0, h1', h2, hb, -mul_eq_mul_left_iff] <;> ring
```

This is the hop counting above. `h0`, `h1` and `h2` are the three equations for the new amplitudes, and `h1'` removes √2 from the middle one before the sixteen cases are compared.

```lean
/-- The characteristic polynomial of the sector matrix, evaluated at `E`. -/
theorem det_sectorMatrix (t U E : ℝ) :
    (E • (1 : Matrix (Fin 3) (Fin 3) ℝ) - sectorMatrix t U).det =
      E ^ 3 - U * E ^ 2 - 16 * t ^ 2 * E + 8 * U * t ^ 2 := by
  have hs : √2 ^ 2 = (2 : ℝ) := Real.sq_sqrt (by norm_num)
  simp [sectorMatrix, Matrix.det_fin_three]
  linear_combination (4 * t ^ 2 * (U - 2 * E)) * hs

/-- The energies of the fully symmetric sector are the real roots of the secular cubic. -/
theorem mem_sectorEnergies_iff (t U E : ℝ) :
    E ∈ sectorEnergies t U ↔ E ^ 3 - U * E ^ 2 - 16 * t ^ 2 * E + 8 * U * t ^ 2 = 0 := by
  have inj : ∀ v w, shellState v = shellState w → v = w := by
    intro v w h
    have h0 : v 0 = w 0 := by simpa [shellState] using congrFun (congrFun h 0) 0
    have h1 : v 1 = w 1 := by simpa [shellState] using congrFun (congrFun h 0) 1
    have h2 : v 2 = w 2 := by simpa [shellState] using congrFun (congrFun h 0) 2
    funext i
    fin_cases i
    exacts [h0, h1, h2]
  have zero : shellState 0 = 0 := by
    funext x y
    simp [shellState]
  have smul : ∀ v, shellState (E • v) = E • shellState v := by
    intro v
    funext x y
    simp only [shellState, Pi.smul_apply, smul_eq_mul]
    split_ifs <;> ring
  have act : ∀ v, (E • (1 : Matrix (Fin 3) (Fin 3) ℝ) - sectorMatrix t U) *ᵥ v =
      E • v - sectorMatrix t U *ᵥ v := fun v => by
    rw [Matrix.sub_mulVec, Matrix.smul_mulVec, Matrix.one_mulVec]
  rw [← det_sectorMatrix, ← Matrix.exists_mulVec_eq_zero_iff]
  constructor
  · rintro ⟨ψ, hψ, hsym, hE⟩
    obtain ⟨v, rfl⟩ := (isFullySymmetric_iff ψ).1 hsym
    refine ⟨v, fun hv => hψ (by rw [hv, zero]), ?_⟩
    rw [act, sub_eq_zero]
    apply inj
    rw [smul, ← hubbard_shellState, hE]
  · rintro ⟨v, hv, h⟩
    rw [act, sub_eq_zero] at h
    refine ⟨shellState v, fun h0 => hv (inj v 0 (h0.trans zero.symm)),
      (isFullySymmetric_iff _).2 ⟨v, rfl⟩, ?_⟩
    rw [hubbard_shellState, ← h, smul]
```

The argument turns on `Matrix.exists_mulVec_eq_zero_iff`, which says that a square matrix sends some nonzero vector to zero exactly when its determinant vanishes. Rewriting with it from right to left turns the cubic equation into the existence of a nonzero v with (E − M)v = 0, where M is the sector matrix. Both sides of the equivalence then assert that an eigenvector exists, and `shellState` carries one to the other. The auxiliary facts `inj` and `zero` ensure that nonzero vectors correspond to nonzero wave functions.

## The interval and its optimality

```lean
/-- For `t > 0` and `U ≥ 0`, a sector energy below `-2√2 t` is the lowest one. -/
theorem isLeast_of_lt {t U E : ℝ} (ht : 0 < t) (hU : 0 ≤ U) (hE : E ∈ sectorEnergies t U)
    (hlt : E < -(2 * √2 * t)) : IsLeast (sectorEnergies t U) E := by
  refine ⟨hE, fun F hF => ?_⟩
  by_contra hcon
  have hFE : F < E := not_le.1 hcon
  rw [mem_sectorEnergies_iff] at hE hF
  have hs : √2 ^ 2 = (2 : ℝ) := Real.sq_sqrt (by norm_num)
  have ha : 0 < 2 * √2 * t := by positivity
  have hE0 : E < 0 := by linarith
  have hEE : 8 * t ^ 2 < E ^ 2 := by
    have h := mul_pos (show 0 < -E - 2 * √2 * t by linarith)
      (show 0 < -E + 2 * √2 * t by linarith)
    have h' : (-E - 2 * √2 * t) * (-E + 2 * √2 * t) = E ^ 2 - 8 * t ^ 2 := by
      linear_combination (-4 * t ^ 2) * hs
    linarith
  have h1 : 0 < (E - F) * -E := mul_pos (by linarith) (by linarith)
  have h2 : 0 < (E - F) * -F := mul_pos (by linarith) (by linarith)
  have h3 : 0 ≤ U * (-E - F) := mul_nonneg hU (by linarith)
  -- the difference of the two secular equations factorises
  have hQ : 0 < F ^ 2 + F * E + E ^ 2 - U * (F + E) - 16 * t ^ 2 := by
    nlinarith [sq_pos_of_pos ht]
  have hprod := mul_pos (sub_pos.2 hFE) hQ
  have hz : (E - F) * (F ^ 2 + F * E + E ^ 2 - U * (F + E) - 16 * t ^ 2) = 0 := by
    linear_combination hE - hF
  linarith
```

`IsLeast` means that E belongs to the set and that no member lies below it. The proof is the factorisation by hand: `hEE` gives E² > 8t², `hQ` makes the bracket positive, and `hz` says that the product vanishes. The case U = 0 is included.

```lean
/-- For `t, U > 0` the lowest energy of the fully symmetric two-electron sector lies strictly
between `-4t` and `-2√2 t`. -/
theorem lowest_energy_window {t U : ℝ} (ht : 0 < t) (hU : 0 < U) :
    ∃ E, IsLeast (sectorEnergies t U) E ∧ -(4 * t) < E ∧ E < -(2 * √2 * t) := by
  have hs : √2 ^ 2 = (2 : ℝ) := Real.sq_sqrt (by norm_num)
  have hs2 : √2 < 2 := by nlinarith [Real.sqrt_nonneg (2 : ℝ)]
  have hle : -(4 * t) ≤ -(2 * √2 * t) := by nlinarith
  let f : ℝ → ℝ := fun E => E ^ 3 - U * E ^ 2 - 16 * t ^ 2 * E + 8 * U * t ^ 2
  have hf : Continuous f := by
    dsimp only [f]
    fun_prop
  -- the secular cubic changes sign across the window
  have hl : f (-(4 * t)) < 0 := by
    have h : f (-(4 * t)) = -(8 * U * t ^ 2) := by
      dsimp only [f]
      ring
    rw [h]
    exact neg_lt_zero.2 (by positivity)
  have hr : 0 < f (-(2 * √2 * t)) := by
    have h : f (-(2 * √2 * t)) = 16 * √2 * t ^ 3 := by
      dsimp only [f]
      linear_combination (-8 * √2 * t ^ 3 - 4 * U * t ^ 2) * hs
    rw [h]
    positivity
  obtain ⟨E, ⟨h1, h2⟩, h0⟩ := intermediate_value_Ioo hle hf.continuousOn ⟨hl, hr⟩
  exact ⟨E, isLeast_of_lt ht hU.le ((mem_sectorEnergies_iff t U E).2 h0) h2, h1, h2⟩
```

`hl` and `hr` are the two endpoint signs, and `intermediate_value_Ioo` supplies a root in the open interval.

```lean
/-- At fixed `t > 0`, the lowest sector energies found for all `U > 0` fill exactly the open
interval from `-4t` to `-2√2 t`. -/
theorem lowest_energies_eq_Ioo {t : ℝ} (ht : 0 < t) :
    {E | ∃ U, 0 < U ∧ IsLeast (sectorEnergies t U) E} =
      Set.Ioo (-(4 * t)) (-(2 * √2 * t)) := by
  ext E
  constructor
  · rintro ⟨U, hU, hE⟩
    obtain ⟨F, hF, h1, h2⟩ := lowest_energy_window ht hU
    rw [hE.unique hF]
    exact ⟨h1, h2⟩
  · rintro ⟨h1, h2⟩
    have hs : √2 ^ 2 = (2 : ℝ) := Real.sq_sqrt (by norm_num)
    have ha : 0 < 2 * √2 * t := by positivity
    have hden : 0 < E ^ 2 - 8 * t ^ 2 := by
      have h := mul_pos (show 0 < -E - 2 * √2 * t by linarith)
        (show 0 < -E + 2 * √2 * t by linarith)
      have h' : (-E - 2 * √2 * t) * (-E + 2 * √2 * t) = E ^ 2 - 8 * t ^ 2 := by
        linear_combination (-4 * t ^ 2) * hs
      linarith
    have hnum : 0 < E * (E ^ 2 - 16 * t ^ 2) := by
      have h := mul_pos (show 0 < -E by linarith)
        (mul_pos (show 0 < 4 * t + E by linarith) (show 0 < 4 * t - E by linarith))
      linarith [show -E * ((4 * t + E) * (4 * t - E)) = E * (E ^ 2 - 16 * t ^ 2) by ring]
    -- solve the secular equation for the interaction
    have hU := div_mul_cancel₀ (E * (E ^ 2 - 16 * t ^ 2)) hden.ne'
    have hpos := div_pos hnum hden
    refine ⟨_, hpos, isLeast_of_lt ht hpos.le ((mem_sectorEnergies_iff _ _ _).2 ?_) h2⟩
    linear_combination -hU

end

end HubbardPlaquette
```

One inclusion uses the previous theorem and the uniqueness of a least element. The other solves for U, with `hnum` and `hden` giving the two signs.

```lean
#print axioms HubbardPlaquette.IsFullySymmetric.exchange
#print axioms HubbardPlaquette.shellState_norm
#print axioms HubbardPlaquette.lowest_energy_window
#print axioms HubbardPlaquette.lowest_energies_eq_Ioo
```

```
'HubbardPlaquette.IsFullySymmetric.exchange' depends on axioms: [propext, Classical.choice, Quot.sound]
'HubbardPlaquette.shellState_norm' depends on axioms: [propext, Classical.choice, Quot.sound]
'HubbardPlaquette.lowest_energy_window' depends on axioms: [propext, Classical.choice, Quot.sound]
'HubbardPlaquette.lowest_energies_eq_Ioo' depends on axioms: [propext, Classical.choice, Quot.sound]
```
